# Structure factors of a four-sublattice Heusler cell with real scattering amplitudes

In the 111 reflection, each quarter step along the body diagonal of the cubic cell multiplies the phase factor of the scattered wave by $i^{1+1+1}=-i$, so fcc sublattices with real amplitudes $A,B,C,D$ at $0,\tfrac14,\tfrac12,\tfrac34$ of the diagonal contribute in the proportion $A,\,-iB,\,-C,\,iD$. Each sublattice has four atoms in phase, so the structure factor is $F=4[(A-C)-i(B-D)]$ and $|F|^2=16[(A-C)^2+(B-D)^2]$.

```lean
import Mathlib

noncomputable section

namespace HeuslerStructureFactor

/-- The phase factor of an atom at fractional coordinates `(x, y, z)` in the reflection `hkl`. -/
def phase (h k l : ℤ) (x y z : ℝ) : ℂ :=
  Complex.exp (2 * Real.pi * Complex.I * (h * x + k * y + l * z))

/-- The sum of the phase factors of the four atoms obtained from the point `(u, u, u)` on the
body diagonal by the fcc centring translations. -/
def fccSum (h k l : ℤ) (u : ℝ) : ℂ :=
  phase h k l u u u + phase h k l u (u + 1 / 2) (u + 1 / 2)
    + phase h k l (u + 1 / 2) u (u + 1 / 2) + phase h k l (u + 1 / 2) (u + 1 / 2) u

/-- The structure factor of the sixteen-atom cubic cell with scattering amplitudes `A, B, C, D`
on the fcc sublattices at `0, 1/4, 1/2, 3/4` of the body diagonal. -/
def structureFactor (A B C D : ℝ) (h k l : ℤ) : ℂ :=
  A * fccSum h k l 0 + B * fccSum h k l (1 / 4)
    + C * fccSum h k l (1 / 2) + D * fccSum h k l (3 / 4)

/-- The centring factor of the fcc lattice, written with signs. -/
def fccFactor (h k l : ℤ) : ℂ :=
  1 + (-1) ^ (k + l) + (-1) ^ (h + l) + (-1) ^ (h + k)

/-- The centring translations multiply the phase factor of a diagonal site by the centring
factor. -/
theorem fccSum_eq (h k l : ℤ) (u : ℝ) :
    fccSum h k l u = phase h k l u u u * fccFactor h k l := by
  -- adding `n * π * i` to the exponent multiplies the exponential by `(-1) ^ n`
  have key (n : ℤ) (z : ℂ) :
      Complex.exp (z + n * (Real.pi * Complex.I)) = Complex.exp z * (-1) ^ n := by
    rw [Complex.exp_add, Complex.exp_int_mul, Complex.exp_pi_mul_I]
  have e1 : phase h k l u (u + 1 / 2) (u + 1 / 2) = phase h k l u u u * (-1) ^ (k + l) := by
    unfold phase
    rw [← key]
    congr 1
    push_cast
    ring
  have e2 : phase h k l (u + 1 / 2) u (u + 1 / 2) = phase h k l u u u * (-1) ^ (h + l) := by
    unfold phase
    rw [← key]
    congr 1
    push_cast
    ring
  have e3 : phase h k l (u + 1 / 2) (u + 1 / 2) u = phase h k l u u u * (-1) ^ (h + k) := by
    unfold phase
    rw [← key]
    congr 1
    push_cast
    ring
  unfold fccSum fccFactor
  rw [e1, e2, e3, mul_add, mul_add, mul_add, mul_one]

/-- The centring factor is 4 when `h, k, l` have the same parity, and 0 otherwise. -/
theorem fccFactor_eq (h k l : ℤ) :
    ((h % 2 = k % 2 ∧ k % 2 = l % 2) → fccFactor h k l = 4) ∧
    (¬(h % 2 = k % 2 ∧ k % 2 = l % 2) → fccFactor h k l = 0) := by
  unfold fccFactor
  constructor
  · intro hp
    have h1 : Even (k + l) := Int.even_iff.mpr (by omega)
    have h2 : Even (h + l) := Int.even_iff.mpr (by omega)
    have h3 : Even (h + k) := Int.even_iff.mpr (by omega)
    rw [h1.neg_one_zpow, h2.neg_one_zpow, h3.neg_one_zpow]
    norm_num
  · intro hp
    -- exactly one of the three pair sums is even
    have hc : ((k + l) % 2 = 0 ∧ (h + l) % 2 = 1 ∧ (h + k) % 2 = 1) ∨
        ((k + l) % 2 = 1 ∧ (h + l) % 2 = 0 ∧ (h + k) % 2 = 1) ∨
        ((k + l) % 2 = 1 ∧ (h + l) % 2 = 1 ∧ (h + k) % 2 = 0) := by omega
    rcases hc with ⟨h1, h2, h3⟩ | ⟨h1, h2, h3⟩ | ⟨h1, h2, h3⟩
    · rw [(Int.even_iff.mpr h1).neg_one_zpow, (Int.odd_iff.mpr h2).neg_one_zpow,
        (Int.odd_iff.mpr h3).neg_one_zpow]
      norm_num
    · rw [(Int.odd_iff.mpr h1).neg_one_zpow, (Int.even_iff.mpr h2).neg_one_zpow,
        (Int.odd_iff.mpr h3).neg_one_zpow]
      norm_num
    · rw [(Int.odd_iff.mpr h1).neg_one_zpow, (Int.odd_iff.mpr h2).neg_one_zpow,
        (Int.even_iff.mpr h3).neg_one_zpow]
      norm_num

/-- A site `j` quarter steps along the body diagonal has the phase factor `i ^ (h + k + l)`
raised to the power `j`. -/
theorem phase_diagonal (h k l : ℤ) (j : ℕ) (u : ℝ) (hu : u = j / 4) :
    phase h k l u u u = (Complex.I ^ (h + k + l)) ^ j := by
  have hI : Complex.exp (Real.pi / 2 * Complex.I) = Complex.I := by
    rw [Complex.exp_mul_I, Complex.cos_pi_div_two, Complex.sin_pi_div_two]
    simp
  have hw : Complex.I ^ (h + k + l)
      = Complex.exp (((h + k + l : ℤ) : ℂ) * (Real.pi / 2 * Complex.I)) := by
    rw [Complex.exp_int_mul, hI]
  rw [hw, ← Complex.exp_nat_mul, hu]
  unfold phase
  congr 1
  push_cast
  ring

/-- The structure factor is the centring factor times a cubic polynomial in the phase
`i ^ (h + k + l)` of one quarter step. -/
theorem structureFactor_eq (A B C D : ℝ) (h k l : ℤ) :
    structureFactor A B C D h k l = fccFactor h k l *
      (A + B * Complex.I ^ (h + k + l) + C * (Complex.I ^ (h + k + l)) ^ 2
        + D * (Complex.I ^ (h + k + l)) ^ 3) := by
  unfold structureFactor
  simp only [fccSum_eq]
  rw [phase_diagonal h k l 0 0 (by norm_num), phase_diagonal h k l 1 (1 / 4) (by norm_num),
    phase_diagonal h k l 2 (1 / 2) (by norm_num), phase_diagonal h k l 3 (3 / 4) (by norm_num)]
  generalize Complex.I ^ (h + k + l) = w
  ring

/-- Reflections of the four-sublattice Heusler cell: the amplitude for all-even indices with sum
0 or 2 modulo 4, the intensity for all-odd indices, and extinction for mixed parity. -/
theorem heusler_reflections (A B C D : ℝ) (h k l : ℤ) :
    (Even h ∧ Even k ∧ Even l ∧ (h + k + l) % 4 = 0 →
      structureFactor A B C D h k l = 4 * (A + B + C + D)) ∧
    (Even h ∧ Even k ∧ Even l ∧ (h + k + l) % 4 = 2 →
      structureFactor A B C D h k l = 4 * (A - B + C - D)) ∧
    (Odd h ∧ Odd k ∧ Odd l →
      ‖structureFactor A B C D h k l‖ ^ 2 = 16 * ((A - C) ^ 2 + (B - D) ^ 2)) ∧
    (¬(h % 2 = k % 2 ∧ k % 2 = l % 2) → structureFactor A B C D h k l = 0) := by
  have hI (m : ℤ) : Complex.I ^ (m + m) = (-1) ^ m := by
    rw [zpow_add₀ Complex.I_ne_zero, ← mul_zpow, Complex.I_mul_I]
  rw [structureFactor_eq]
  refine ⟨?_, ?_, ?_, ?_⟩
  · rintro ⟨hh, hk, hl, hs⟩
    rw [Int.even_iff] at hh hk hl
    obtain ⟨m, hm⟩ : ∃ m, h + k + l = m + m := ⟨(h + k + l) / 2, by omega⟩
    have he : Even m := Int.even_iff.mpr (by omega)
    rw [(fccFactor_eq h k l).1 (by omega), hm, hI, he.neg_one_zpow]
    ring
  · rintro ⟨hh, hk, hl, hs⟩
    rw [Int.even_iff] at hh hk hl
    obtain ⟨m, hm⟩ : ∃ m, h + k + l = m + m := ⟨(h + k + l) / 2, by omega⟩
    have ho : Odd m := Int.odd_iff.mpr (by omega)
    rw [(fccFactor_eq h k l).1 (by omega), hm, hI, ho.neg_one_zpow]
    ring
  · rintro ⟨hh, hk, hl⟩
    rw [Int.odd_iff] at hh hk hl
    have ho : Odd (h + k + l) := Int.odd_iff.mpr (by omega)
    have hw : Complex.I ^ (h + k + l) * Complex.I ^ (h + k + l) = -1 := by
      rw [← mul_zpow, Complex.I_mul_I, ho.neg_one_zpow]
    rw [(fccFactor_eq h k l).1 (by omega)]
    generalize Complex.I ^ (h + k + l) = w at hw ⊢
    -- `w * w = -1` reduces the cubic to a constant and a term linear in `w`
    have hF : (4 : ℂ) * (A + B * w + C * w ^ 2 + D * w ^ 3)
        = 4 * (A - C) + 4 * (B - D) * w := by
      linear_combination (4 * C + 4 * D * w) * hw
    have hz : (w - Complex.I) * (w + Complex.I) = 0 := by
      linear_combination hw - Complex.I_mul_I
    rw [hF]
    rcases mul_eq_zero.mp hz with h1 | h1
    · have e : (4 : ℂ) * (A - C) + 4 * (B - D) * w
          = ((4 * (A - C) : ℝ) : ℂ) + ((4 * (B - D) : ℝ) : ℂ) * Complex.I := by
        push_cast
        linear_combination 4 * ((B : ℂ) - D) * h1
      rw [e, Complex.sq_norm, Complex.normSq_add_mul_I]
      ring
    · have e : (4 : ℂ) * (A - C) + 4 * (B - D) * w
          = ((4 * (A - C) : ℝ) : ℂ) + ((-(4 * (B - D)) : ℝ) : ℂ) * Complex.I := by
        push_cast
        linear_combination 4 * ((B : ℂ) - D) * h1
      rw [e, Complex.sq_norm, Complex.normSq_add_mul_I]
      ring
  · intro hp
    rw [(fccFactor_eq h k l).2 hp, zero_mul]

/-- An all-odd reflection is extinct exactly when the sublattices half a diagonal apart scatter
equally. -/
theorem odd_extinct_iff (A B C D : ℝ) (h k l : ℤ) (ho : Odd h ∧ Odd k ∧ Odd l) :
    structureFactor A B C D h k l = 0 ↔ A = C ∧ B = D := by
  have hn := (heusler_reflections A B C D h k l).2.2.1 ho
  constructor
  · intro hF
    rw [hF, norm_zero] at hn
    have h1 : (A - C) ^ 2 = 0 := by nlinarith [sq_nonneg (A - C), sq_nonneg (B - D)]
    have h2 : (B - D) ^ 2 = 0 := by nlinarith [sq_nonneg (A - C), sq_nonneg (B - D)]
    exact ⟨sub_eq_zero.mp (pow_eq_zero_iff two_ne_zero |>.mp h1),
      sub_eq_zero.mp (pow_eq_zero_iff two_ne_zero |>.mp h2)⟩
  · rintro ⟨hAC, hBD⟩
    have h0 : ‖structureFactor A B C D h k l‖ ^ 2 = 0 := by
      rw [hn, hAC, hBD]
      ring
    exact norm_eq_zero.mp (pow_eq_zero_iff two_ne_zero |>.mp h0)

/-- In X₂YZ with a fraction `x` of Y and Z exchanged, the all-odd intensity carries the factor
`(1 - 2x)²`, while the all-even amplitudes do not depend on `x`. -/
theorem antisite_disorder (X Y Z x : ℝ) (h k l : ℤ) :
    (Odd h ∧ Odd k ∧ Odd l →
      ‖structureFactor ((1 - x) * Y + x * Z) X (x * Y + (1 - x) * Z) X h k l‖ ^ 2
        = 16 * (1 - 2 * x) ^ 2 * (Y - Z) ^ 2) ∧
    (Even h ∧ Even k ∧ Even l ∧ (h + k + l) % 4 = 0 →
      structureFactor ((1 - x) * Y + x * Z) X (x * Y + (1 - x) * Z) X h k l
        = 4 * (Y + Z + 2 * X)) ∧
    (Even h ∧ Even k ∧ Even l ∧ (h + k + l) % 4 = 2 →
      structureFactor ((1 - x) * Y + x * Z) X (x * Y + (1 - x) * Z) X h k l
        = 4 * (Y + Z - 2 * X)) := by
  obtain ⟨h0, h2, h1, -⟩ :=
    heusler_reflections ((1 - x) * Y + x * Z) X (x * Y + (1 - x) * Z) X h k l
  refine ⟨fun hp => ?_, fun hp => ?_, fun hp => ?_⟩
  · rw [h1 hp]
    ring
  · rw [h0 hp]
    push_cast
    ring
  · rw [h2 hp]
    push_cast
    ring

end HeuslerStructureFactor
```

```lean
#print axioms HeuslerStructureFactor.heusler_reflections
-- 'HeuslerStructureFactor.heusler_reflections' depends on axioms: [propext, Classical.choice, Quot.sound]
#print axioms HeuslerStructureFactor.odd_extinct_iff
-- 'HeuslerStructureFactor.odd_extinct_iff' depends on axioms: [propext, Classical.choice, Quot.sound]
#print axioms HeuslerStructureFactor.antisite_disorder
-- 'HeuslerStructureFactor.antisite_disorder' depends on axioms: [propext, Classical.choice, Quot.sound]
```

The theorem `heusler_reflections` treats every integer triple $hkl$, negative and zero indices included:

- All even, $h+k+l\equiv0 \pmod 4$: $F=4(A+B+C+D)$.
- All even, $h+k+l\equiv2 \pmod 4$: $F=4(A-B+C-D)$.
- All odd: $|F|^2=16[(A-C)^2+(B-D)^2]$.
- Mixed parity: $F=0$.

By `odd_extinct_iff`, an all-odd reflection vanishes exactly when $A=C$ and $B=D$. The theorem `antisite_disorder` puts $X$ on the second and fourth sublattices of X₂YZ and exchanges a fraction $x$ of Y and Z between the other two; in the formulas $X,Y,Z$ denote the real amplitudes of the three elements. The all-odd $|F|^2$ is then $16(1-2x)^2(Y-Z)^2$, while the even amplitudes $4(Y+Z\pm2X)$ do not contain $x$.

In Lean, `phase` is $e^{2\pi i(hx+ky+lz)}$ at real fractional coordinates, which fixes the positive sign in the exponent. `fccSum` adds the four atoms of one sublattice, and `structureFactor` adds all sixteen atoms of the cell, so the centring factor is derived and not assumed. The amplitudes have type `ℝ`: they stand for form factors or scattering lengths at the given reflection, without the imaginary part that absorption or anomalous dispersion would add. Disorder enters through site-averaged amplitudes, such as $(1-x)Y+xZ$. This describes the Bragg amplitude of a randomly occupied sublattice, not diffuse scattering or local relaxation. Here $x$ is the exchanged fraction, not the coordinate in `phase`; Lean allows any real value, while a physical fraction lies between 0 and 1.

For a structural model used in an electronic-structure calculation, these formulas connect the assumed Y/Z disorder to the all-odd peaks, within single scattering by ideal sites with real amplitudes.

The derivation starts with the centring. Moving an atom by $(0,\tfrac12,\tfrac12)$ multiplies its phase factor by $e^{\pi i(k+l)}=(-1)^{k+l}$, and the other two translations act likewise. Each sublattice therefore carries the factor

$$f=1+(-1)^{k+l}+(-1)^{h+l}+(-1)^{h+k}.$$

This is `fccSum_eq`, whose local lemma `key` turns an added $n\pi i$ in the exponent into the factor $(-1)^n$. If the indices share a parity, all pair sums are even and $f=4$. Otherwise exactly one pair sum is even and $f=1+1-1-1=0$. In `fccFactor_eq`, `omega` does this parity arithmetic.

A site $j$ quarter steps along the diagonal has phase factor $e^{2\pi i j(h+k+l)/4}=w^j$ with $w=i^{h+k+l}$, as `phase_diagonal` states. Summing over $j=0,1,2,3$ gives `structureFactor_eq`:

$$F=f\,(A+Bw+Cw^2+Dw^3).$$

Mixed parity gives $F=0$ at once. For all-even indices, write $h+k+l=2m$, so that $w=(-1)^m$. A sum of 0 modulo 4 makes $m$ even and $w=1$; a sum of 2 makes $m$ odd and $w=-1$. Inserting these values with $f=4$ gives the two even amplitudes. The proof does the same with `m + m` in the exponent.

For all-odd indices, $h+k+l$ is odd, so $w^2=(-1)^{h+k+l}=-1$ and $w^3=-w$. Hence

$$F=4(A-C)+4(B-D)w,\qquad w=\pm i.$$

Because the amplitudes are real, $F$ has real part $4(A-C)$ and imaginary part $\pm4(B-D)$, and the squares of these two real numbers add to the stated $|F|^2$. In Lean, `linear_combination` reduces the cubic using $w^2=-1$. The product $(w-i)(w+i)=0$ then separates the two signs, and `Complex.normSq_add_mul_I` evaluates the squared modulus in each.

The extinction criterion follows because a sum of two real squares is zero only if both are; `nlinarith` supplies that step. For the exchanged alloy,

$$A-C=(1-2x)(Y-Z),\qquad A+C=Y+Z,\qquad B=D=X,$$

and substitution into the general formulas gives all three results. At $x=\tfrac12$ the Y and Z sublattices have equal average amplitudes, and the all-odd reflections disappear.
